# A continuous band of period $ma$ has $E(k+a)=E(k)$ at some $k$

When electrons are filled into bands computed along a screw axis, it helps to know which bands a gap can separate. The branches that come from a single unfolded band count as one group, because no gap on that line can run between them. In a non-interacting band picture at zero temperature, a constant Fermi level that misses the band therefore leaves all its branches filled or all of them empty.

## Where the period $ma$ comes from

Let a screw combine a rotation by $2\pi/m$ with a translation by $c/m$ along the axis, where $c$ is the lattice period. Without spin, $m$ such operations make a lattice translation by $c$. On the symmetry line a Bloch state can be labelled by its screw eigenvalue $e^{ikc/m}$, with $k$ on an unfolded axis. The lattice translation alone fixes $k$ only up to $a=2\pi/c$, but the screw eigenvalue returns only after $ma$. For a fixed $n$, take the $n$-th lowest energy among the states with screw eigenvalue $e^{ikc/m}$. As $k$ varies, this gives a band $E$ with $E(k+ma)=E(k)$.

Folding gives the branches $E_j(k)=E(k+ja)$, with $E_m=E_0$. The splitting of adjacent branches is read from
$$\Delta(k)=E(k+a)-E(k).$$

## The splittings sum to zero

Let $E$ be continuous, $m\ge 1$ and $a>0$. For any starting point $k_0$ the sum telescopes:
$$\sum_{j=0}^{m-1}\Delta(k_0+ja)=E(k_0+ma)-E(k_0)=0.$$
The terms can't all be positive or all be negative, so one is $\le 0$ and one is $\ge 0$. Both belong to points of $[k_0,k_0+(m-1)a]$. Since $\Delta$ is continuous, the intermediate value theorem gives a $k_*$ in this interval with $\Delta(k_*)=0$, that is, $E(k_*+a)=E(k_*)$.

To fold this point back, let $j$ be the integer part of $(k_*-k_0)/a$, so that $0\le j\le m-1$. Then $k=k_*-ja$ lies in $[k_0,k_0+a)$, and
$$E_j(k)=E(k_*)=E(k_*+a)=E_{j+1}(k).$$

A zero of $\Delta$ is only a contact. But if $\Delta(k)\neq0$ at some $k$, the sum started at $k$ has a nonzero term and total zero, so it contains both a negative and a positive term: $\Delta$ takes both signs.

## A threefold band with numbers

Take $m=3$, $a=1$ and $E(k)=\cos(2\pi k/3)$. At $k=0,1,2,3$ the energies are $1,-\tfrac12,-\tfrac12,1$. The splittings are $-\tfrac32,0,\tfrac32$, with sum zero, and the contact is at $k_*=1$. Folded into $[0,1)$, it is a meeting of branches 1 and 2 at $k=0$, with energy $-\tfrac12$.

The same band shows what goes wrong if one fixes the pair of branches in advance and claims that branches 0 and 1 meet in every reduced zone. Here
$$\Delta(k)=-\sqrt3\,\sin\frac{\pi(2k+1)}{3},$$
which has no zero in $[0,1)$. The pair that meets has to be left open, or the search has to extend over the unfolded interval of length $(m-1)a$.

## Branches and splittings in Lean

```lean
import Mathlib

open Finset

namespace ScrewBandSticking

noncomputable section
```

The band is a function `E : ℝ → ℝ`, and `branch E a j k` is $E_j(k)$. The index `j` is any natural number, so branch $m$ is allowed and repeats branch 0 when the band has period $ma$.

```lean
/-- The `j`-th branch of the unfolded band `E`, folded back by `j` reciprocal periods `a`. -/
def branch (E : ℝ → ℝ) (a : ℝ) (j : ℕ) (k : ℝ) : ℝ := E (k + j * a)
```

The next definition is $\Delta(k)$.

```lean
/-- The energy splitting between the band at `k + a` and at `k`. -/
def splitting (E : ℝ → ℝ) (a k : ℝ) : ℝ := E (k + a) - E k
```

The hypothesis `Function.Periodic E (m * a)` carries the screw symmetry. It is assumed here, not derived from a Hamiltonian, and $ma$ need not be the smallest period. In the proof, `h` writes each splitting as a difference of neighbouring branches, `Finset.sum_range_sub` telescopes the sum, and `hend` uses the period to cancel the two ends.

```lean
/-- For a band of period `m a`, the splittings at the `m` successive points
`k, k + a, …, k + (m - 1) a` add up to zero. -/
theorem sum_splitting_eq_zero {E : ℝ → ℝ} {a : ℝ} {m : ℕ}
    (hper : Function.Periodic E (m * a)) (k : ℝ) :
    ∑ j ∈ range m, splitting E a (k + j * a) = 0 := by
  -- each splitting is a difference of neighbouring branches
  have h : ∀ j : ℕ, splitting E a (k + j * a) = branch E a (j + 1) k - branch E a j k := by
    intro j
    unfold splitting branch
    rw [show k + ((j + 1 : ℕ) : ℝ) * a = k + j * a + a by push_cast; ring]
  -- the sum telescopes around the screw
  have htel := Finset.sum_range_sub (fun j => branch E a j k) m
  have hend : branch E a m k - branch E a 0 k = 0 := by
    unfold branch
    rw [hper k]
    simp
  exact (Finset.sum_congr rfl fun j _ => h j).trans (htel.trans hend)
```

## The contact on the unfolded axis

The main theorem places the contact in the closed interval `Set.Icc k₀ (k₀ + ((m : ℝ) - 1) * a)`. For $m=1$ this is the single point $k_0$, and the equation is the periodicity itself.

The two uses of `Finset.exists_le_of_sum_le` find the nonpositive and the nonnegative splitting. Then `hmem` puts their wave numbers in the interval, `hcont` gives continuity, and `isPreconnected_Icc.intermediate_value` supplies the zero, whichever of the two points comes first.

```lean
/-- Band sticking: a continuous band of period `m a`, with `m ≥ 1` and `a > 0`, satisfies
`E (k + a) = E k` at some `k` in every interval `[k₀, k₀ + (m - 1) a]`. -/
theorem adjacent_branches_meet {E : ℝ → ℝ} {a : ℝ} {m : ℕ} (hE : Continuous E)
    (hper : Function.Periodic E (m * a)) (hm : 1 ≤ m) (ha : 0 < a) (k₀ : ℝ) :
    ∃ k ∈ Set.Icc k₀ (k₀ + ((m : ℝ) - 1) * a), E (k + a) = E k := by
  have hsum := sum_splitting_eq_zero hper k₀
  have hne : (range m).Nonempty := ⟨0, Finset.mem_range.mpr (by omega)⟩
  -- the splittings average to zero, so one is nonpositive and one is nonnegative
  obtain ⟨i, hi, hi0⟩ := Finset.exists_le_of_sum_le
    (f := fun j : ℕ => splitting E a (k₀ + j * a)) (g := fun _ => (0 : ℝ)) hne
    (by simpa using hsum.le)
  obtain ⟨j, hj, hj0⟩ := Finset.exists_le_of_sum_le
    (f := fun _ => (0 : ℝ)) (g := fun j : ℕ => splitting E a (k₀ + j * a)) hne
    (by simpa using hsum.ge)
  have hmem : ∀ n ∈ range m,
      k₀ + (n : ℝ) * a ∈ Set.Icc k₀ (k₀ + ((m : ℝ) - 1) * a) := by
    intro n hn
    have h1 : (n : ℝ) + 1 ≤ m := by
      exact_mod_cast Nat.succ_le_of_lt (Finset.mem_range.mp hn)
    have h2 : 0 ≤ (n : ℝ) * a := by positivity
    have h3 := mul_le_mul_of_nonneg_right (show (n : ℝ) ≤ (m : ℝ) - 1 by linarith) ha.le
    exact ⟨by linarith, by linarith⟩
  have hcont : Continuous (splitting E a) := by
    show Continuous (fun k => E (k + a) - E k)
    fun_prop
  -- the intermediate value theorem supplies the contact
  obtain ⟨k, hk, hk0⟩ := isPreconnected_Icc.intermediate_value (hmem i hi) (hmem j hj)
    hcont.continuousOn ⟨hi0, hj0⟩
  refine ⟨k, hk, ?_⟩
  unfold splitting at hk0
  linarith
```

## The contact in a reduced zone

Here the zone is half-open, `Set.Ico k₀ (k₀ + a)`, so each wave number has one representative. The natural-number floor is the integer part used above: `h1` and `h2` place the folded point in the zone, and `h3` gives $j<m$.

```lean
/-- For a continuous band of period `m a`, with `m ≥ 1` and `a > 0`, every reduced zone
`[k₀, k₀ + a)` contains a point where branches `j` and `j + 1` meet, for some `j < m`. -/
theorem contact_in_reduced_zone {E : ℝ → ℝ} {a : ℝ} {m : ℕ} (hE : Continuous E)
    (hper : Function.Periodic E (m * a)) (hm : 1 ≤ m) (ha : 0 < a) (k₀ : ℝ) :
    ∃ j < m, ∃ k ∈ Set.Ico k₀ (k₀ + a), branch E a j k = branch E a (j + 1) k := by
  obtain ⟨k, ⟨hk1, hk2⟩, hk⟩ := adjacent_branches_meet hE hper hm ha k₀
  -- count the whole periods between `k₀` and the contact
  obtain ⟨j, hj⟩ : ∃ j : ℕ, j = ⌊(k - k₀) / a⌋₊ := ⟨_, rfl⟩
  have h1 : (j : ℝ) * a ≤ k - k₀ := by
    rw [← le_div_iff₀ ha, hj]
    exact Nat.floor_le (div_nonneg (by linarith) ha.le)
  have h2 : k - k₀ < ((j : ℝ) + 1) * a := by
    rw [← div_lt_iff₀ ha, hj]
    exact Nat.lt_floor_add_one _
  have h3 : (j : ℝ) < m :=
    lt_of_mul_lt_mul_right (show (j : ℝ) * a < m * a by linarith) ha.le
  refine ⟨j, by exact_mod_cast h3, k - j * a, ⟨by linarith, by linarith⟩, ?_⟩
  unfold branch
  rw [show k - (j : ℝ) * a + j * a = k by ring,
    show k - (j : ℝ) * a + ((j + 1 : ℕ) : ℝ) * a = k + a by push_cast; ring]
  exact hk.symm
```

## From contact to change of sign

This theorem needs neither continuity nor $a>0$, since it rests on the sum alone. `Finset.exists_pos_of_sum_zero_of_exists_nonzero` finds a positive term; applied to the negated splittings, it finds a negative one.

```lean
/-- If a band of period `m a`, with `m ≥ 1`, has `E (k + a) ≠ E k` at some `k`, then the
splitting `E (k + a) - E k` is negative at some wave number and positive at another. -/
theorem splitting_changes_sign {E : ℝ → ℝ} {a : ℝ} {m : ℕ}
    (hper : Function.Periodic E (m * a)) (hm : 1 ≤ m) {k : ℝ} (hk : E (k + a) ≠ E k) :
    (∃ k₁, splitting E a k₁ < 0) ∧ ∃ k₂, 0 < splitting E a k₂ := by
  have hsum := sum_splitting_eq_zero hper k
  have h0 : splitting E a (k + ((0 : ℕ) : ℝ) * a) ≠ 0 := by
    rw [show k + ((0 : ℕ) : ℝ) * a = k by simp]
    exact sub_ne_zero.mpr hk
  have hmem : 0 ∈ range m := Finset.mem_range.mpr (by omega)
  constructor
  · -- a vanishing sum with a nonzero term has a negative term
    obtain ⟨i, _, hi⟩ := Finset.exists_pos_of_sum_zero_of_exists_nonzero
      (fun j : ℕ => -splitting E a (k + j * a))
      (by simp only [Finset.sum_neg_distrib, hsum, neg_zero])
      ⟨0, hmem, neg_ne_zero.mpr h0⟩
    exact ⟨_, neg_pos.mp hi⟩
  · -- and a positive one
    obtain ⟨i, _, hi⟩ := Finset.exists_pos_of_sum_zero_of_exists_nonzero
      (fun j : ℕ => splitting E a (k + j * a)) hsum ⟨0, hmem, h0⟩
    exact ⟨_, hi⟩
```

## No level between the branches

The level `μ` may depend on $k$, provided that it is continuous and has period $a$; a constant Fermi level is the simplest case. If some branch lay on or above the level and some branch on or below it, $E-\mu$ would be $\ge0$ at one unfolded point and $\le0$ at another. It would then vanish somewhere, against `hgap`. The periodicity of `μ` enters through `hμi` and `hμj`, which carry the level to the unfolded points. The band itself needs no period here.

```lean
/-- A continuous level `μ` of period `a` that never meets the continuous unfolded band `E`
lies above all branches at every `k`, or below all branches at every `k`. -/
theorem no_level_separates_branches {E μ : ℝ → ℝ} {a : ℝ} (hE : Continuous E)
    (hμ : Continuous μ) (hper : Function.Periodic μ a) (hgap : ∀ k, E k ≠ μ k) :
    (∀ j k, branch E a j k < μ k) ∨ (∀ j k, μ k < branch E a j k) := by
  by_contra hc
  simp only [not_or, not_forall, not_lt] at hc
  obtain ⟨⟨i, k, hi⟩, ⟨j, l, hj⟩⟩ := hc
  unfold branch at hi hj
  -- unfold the level along with the band
  have hμi : μ (k + i * a) = μ k := hper.nat_mul i k
  have hμj : μ (l + j * a) = μ l := hper.nat_mul j l
  obtain ⟨x, hx⟩ := mem_range_of_exists_le_of_exists_ge (c := (0 : ℝ)) (hE.sub hμ)
    ⟨l + j * a, show E (l + j * a) - μ (l + j * a) ≤ 0 by linarith⟩
    ⟨k + i * a, show 0 ≤ E (k + i * a) - μ (k + i * a) by linarith⟩
  exact hgap x (sub_eq_zero.mp hx)
```

## Isolated contacts in a twofold band

For $m=2$ the band $\cos(\pi k/a)$ changes sign under $k\to k+a$. Its two branches are therefore equal exactly where the cosine vanishes, at $k=(n+\tfrac12)a$ with $n$ an integer.

```lean
/-- The cosine band `cos (π k / a)`, for `a ≠ 0`. -/
def cosineBand (a k : ℝ) : ℝ := Real.cos (Real.pi * k / a)
```

In the proof, `hshift` is the change of sign. Applied twice, it gives the period $2a$; applied once, it turns the contact condition into `Real.cos_eq_zero_iff`.

```lean
/-- For `a ≠ 0` the cosine band has period `2 a`, and its values at `k` and `k + a` agree
exactly when `k = (n + 1/2) a` for an integer `n`. -/
theorem cosineBand_contacts {a : ℝ} (ha : a ≠ 0) :
    Function.Periodic (cosineBand a) (2 * a) ∧
      ∀ k, cosineBand a (k + a) = cosineBand a k ↔ ∃ n : ℤ, k = ((n : ℝ) + 1 / 2) * a := by
  have e : a / a = 1 := div_self ha
  -- a shift by `a` reverses the sign of the band
  have hshift : ∀ k, cosineBand a (k + a) = -cosineBand a k := by
    intro k
    unfold cosineBand
    rw [show Real.pi * (k + a) / a = Real.pi * k / a + Real.pi by
      linear_combination Real.pi * e, Real.cos_add_pi]
  refine ⟨fun k => ?_, fun k => ?_⟩
  · rw [show k + 2 * a = k + a + a by ring, hshift, hshift, neg_neg]
  · rw [hshift]
    constructor
    · intro h
      have h0 : Real.cos (Real.pi * k / a) = 0 := by
        unfold cosineBand at h
        linarith
      obtain ⟨n, hn⟩ := Real.cos_eq_zero_iff.mp h0
      have h1 := (div_eq_iff ha).mp hn
      refine ⟨n, mul_left_cancel₀ Real.pi_ne_zero ?_⟩
      linear_combination h1
    · rintro ⟨n, hn⟩
      have h0 : cosineBand a k = 0 :=
        Real.cos_eq_zero_iff.mpr ⟨n, by rw [div_eq_iff ha, hn]; ring⟩
      rw [h0, neg_zero]

end

end ScrewBandSticking
```

```lean
#print axioms ScrewBandSticking.contact_in_reduced_zone
#print axioms ScrewBandSticking.splitting_changes_sign
#print axioms ScrewBandSticking.no_level_separates_branches
#print axioms ScrewBandSticking.cosineBand_contacts
```

```
'ScrewBandSticking.contact_in_reduced_zone' depends on axioms: [propext, Classical.choice, Quot.sound]
'ScrewBandSticking.splitting_changes_sign' depends on axioms: [propext, Classical.choice, Quot.sound]
'ScrewBandSticking.no_level_separates_branches' depends on axioms: [propext, Classical.choice, Quot.sound]
'ScrewBandSticking.cosineBand_contacts' depends on axioms: [propext, Classical.choice, Quot.sound]
```
